# If a rank-k approximation to a symmetric matrix leaves a positive semidefinite residual, its trace error is at least the sum of all but the k largest eigenvalues of the matrix

Before a correlated calculation I have to decide how many Cholesky vectors to keep for the two-electron integrals $(pq|rs)$, and I judge the choice by the trace of what is left over. For a few small molecules I also diagonalised the full integral matrix. With $k$ vectors, the trace error never fell below the sum of the eigenvalues beyond the $k$ largest. That surprised me: pivoted Cholesky picks its vectors greedily, and the vectors need not be eigenvectors or even orthogonal. Could better pivots, or an optimised fitting basis, get below that sum, or is it a floor for every choice?

## The discarded eigenvalues are a floor when the residual is positive semidefinite

It is a floor, provided that the residual is positive semidefinite. Let $M$ be the real symmetric matrix of the integrals, with orbital pairs as row and column labels, and let $d$ be its size. Let $N$ be the approximation, of rank at most $k$, and $R = M - N$ the residual. The condition on $R$ says that no combination of pair densities has a larger self-repulsion in the approximation than with the original integrals. Up to rounding, it holds for a Cholesky decomposition stopped early, and for density fitting in the Coulomb metric when every orbital pair is fitted, without constraints, in the same auxiliary basis; $R$ is then the Coulomb interaction between the fitting errors.

Sort the eigenvalues in decreasing order and number them from 0: $\lambda_0 \ge \dots \ge \lambda_{d-1}$ for $M$, with orthonormal eigenvectors $u_l$, and $\rho_0 \ge \dots \ge \rho_{d-1}$ for $R$, with orthonormal eigenvectors $v_l$. For any real vector $x$,

$$x^T M x = \sum_l \lambda_l (u_l\cdot x)^2, \qquad x^T R x = \sum_l \rho_l (v_l\cdot x)^2,$$

$$x^T x = \sum_l (u_l\cdot x)^2 = \sum_l (v_l\cdot x)^2 .$$

Take indices $i$ and $j$ with $i + k \le j \le d-1$, and look for an $x$ that satisfies three sets of linear conditions:

- $Nx = 0$, which is at most $k$ independent conditions;
- $u_l\cdot x = 0$ for all $l > j$, which is $d-1-j$ conditions;
- $v_l\cdot x = 0$ for all $l < i$, which is $i$ conditions.

Together these are at most $k + (d-1-j) + i \le d-1$ conditions on $d$ unknowns, so a nonzero solution exists. For this $x$ only the terms $l \le j$ survive in the form of $M$, and only the terms $l \ge i$ in the form of $R$. Hence

$$\lambda_j\, x^T x \;\le\; x^T M x \;=\; x^T R x \;\le\; \rho_i\, x^T x .$$

The equality in the middle holds because $Nx = 0$. Dividing by $x^T x > 0$ gives $\lambda_j \le \rho_i$ whenever $i + k \le j$.

Now let $k < d$ and set $j = i + k$. Since every $\rho_i$ is nonnegative, dropping the last $k$ of them can only lower the sum:

$$\operatorname{tr}(M-N) = \sum_{i=0}^{d-1} \rho_i \;\ge\; \sum_{i=0}^{d-k-1} \rho_i \;\ge\; \sum_{i=0}^{d-k-1} \lambda_{i+k} = \sum_{j=k}^{d-1} \lambda_j .$$

If $k \ge d$, the sum on the right is empty and the bound reads $\operatorname{tr}(M-N) \ge 0$.

For your vectors, put them as columns into a $d \times k$ matrix $B$, so that $N = BB^T$. The rank of $BB^T$ is at most that of $B$, which is at most $k$. As long as the residual is positive semidefinite, how the vectors were found plays no part.

In a finite orbital basis, and for a positive semidefinite residual, this limits how few vectors can meet a given threshold. If a code stops when every diagonal element of the residual is at most $\tau$, the trace is at most $d\tau$, so $k$ must be large enough that the discarded eigenvalues sum to at most $d\tau$.

The same statements in Lean 4 use the letter `n` for the set of orbital-pair labels, which can be any finite type; the size $d$ is `Fintype.card n`. For a real matrix, `IsHermitian` means symmetric. The sorted eigenvalues are `eigenvalues₀`, numbered from 0 as above, and the filter `k ≤ (i : ℕ)` selects all but the $k$ largest.

- `error_eigenvalue_bound` is the inequality $\lambda_j \le \rho_i$ for $i + k \le j$. It asks only that $M$ and $M - N$ be symmetric and that `N.rank ≤ k`.
- `trace_error_bound` is the trace bound. Its hypothesis `hR : (M - N).PosSemidef` includes symmetry of the residual, so $N$ is symmetric too. Neither $M$ nor $N$ is assumed positive semidefinite.
- `cholesky_vectors_bound` is the case $N = BB^T$, with `B : Matrix n (Fin k) ℝ`. The columns may be linearly dependent.

That $M$ holds Coulomb integrals is used nowhere. The step left to the physics is the one from the trace to the energy: no hypothesis ties a trace error in the integrals to an error in the correlation energy.

```lean
import Mathlib

open Matrix

namespace LowRankFactorisationLimit

variable {n : Type*} [Fintype n] [DecidableEq n]

/-- The eigenvalues of a real symmetric matrix, labelled by the matrix index, are a relabelling
of the same eigenvalues sorted in decreasing order. -/
theorem exists_sorting {M : Matrix n n ℝ} (hM : M.IsHermitian) :
    ∃ e : Fin (Fintype.card n) ≃ n, ∀ l, hM.eigenvalues (e l) = hM.eigenvalues₀ l :=
  ⟨Fintype.equivOfCardEq (Fintype.card_fin _), fun l => by
    simp [Matrix.IsHermitian.eigenvalues]⟩

/-- A real symmetric matrix is diagonalised by an orthogonal change of basis, with its
eigenvalues in decreasing order; the rows of `U` are the modes. -/
theorem exists_sorted_modes {M : Matrix n n ℝ} (hM : M.IsHermitian) :
    ∃ U : Matrix (Fin (Fintype.card n)) n ℝ, U * Uᵀ = 1 ∧ Uᵀ * U = 1 ∧
      M = Uᵀ * diagonal hM.eigenvalues₀ * U := by
  obtain ⟨e, he⟩ := exists_sorting hM
  let U : Matrix (Fin (Fintype.card n)) n ℝ :=
    Matrix.of fun l a => (hM.eigenvectorBasis (e l)).ofLp a
  -- the modes are orthonormal
  have h1 : U * Uᵀ = 1 := by
    ext l m
    have h := orthonormal_iff_ite.1 hM.eigenvectorBasis.orthonormal (e l) (e m)
    have h2 : (if e l = e m then (1 : ℝ) else 0) = if l = m then 1 else 0 := by
      simp only [e.injective.eq_iff]
    rw [PiLp.inner_apply] at h
    rw [Matrix.mul_apply, Matrix.one_apply, ← h2, ← h]
    refine Finset.sum_congr rfl fun a _ => ?_
    simp [U, mul_comm]
  have h2 : Uᵀ * U = 1 := (Matrix.mul_eq_one_comm_of_equiv e).1 h1
  -- the eigenvalue equations, collected into one matrix equation
  have h3 : M * Uᵀ = Uᵀ * diagonal hM.eigenvalues₀ := by
    ext a l
    have h := congrFun (hM.mulVec_eigenvectorBasis (e l)) a
    rw [he l] at h
    rw [Matrix.mul_diagonal, mul_comm]
    exact h
  refine ⟨U, h1, h2, ?_⟩
  rw [← h3, Matrix.mul_assoc, h2, Matrix.mul_one]

omit [DecidableEq n] in
/-- The quadratic form of `Uᵀ diag(w) U` is the sum of the squared mode amplitudes of the
vector, weighted by `w`. -/
theorem quadratic_form_modes (U : Matrix (Fin (Fintype.card n)) n ℝ)
    (w : Fin (Fintype.card n) → ℝ) (x : n → ℝ) :
    x ⬝ᵥ (Uᵀ * diagonal w * U) *ᵥ x = ∑ l, w l * (U *ᵥ x) l ^ 2 := by
  rw [← Matrix.mulVec_mulVec, ← Matrix.mulVec_mulVec, Matrix.dotProduct_mulVec,
    Matrix.vecMul_transpose]
  simp only [dotProduct, Matrix.mulVec_diagonal]
  exact Finset.sum_congr rfl fun l _ => by ring

omit [DecidableEq n] in
/-- If `N` has rank at most `k` and `i + k ≤ j`, some nonzero vector is annihilated by `N`, has
no amplitude on the rows of `U` after `j`, and none on the rows of `V` before `i`. -/
theorem exists_trial_vector {N : Matrix n n ℝ} {k : ℕ} (hN : N.rank ≤ k)
    (U V : Matrix (Fin (Fintype.card n)) n ℝ) (i j : Fin (Fintype.card n))
    (hij : (i : ℕ) + k ≤ j) :
    ∃ x : n → ℝ, x ≠ 0 ∧ N *ᵥ x = 0 ∧ (∀ l, j < l → (U *ᵥ x) l = 0) ∧
      ∀ l, l < i → (V *ᵥ x) l = 0 := by
  have hi := i.2
  have hj := j.2
  let g : Fin (Fintype.card n - (j + 1)) → Fin (Fintype.card n) :=
    fun l => ⟨j + 1 + l, by have := l.2; omega⟩
  let g' : Fin (i : ℕ) → Fin (Fintype.card n) := fun l => ⟨l, by have := l.2; omega⟩
  -- all constraints together form one linear map into a space of smaller dimension
  let f := (U.submatrix g id).mulVecLin.prod
    (N.mulVecLin.rangeRestrict.prod (V.submatrix g' id).mulVecLin)
  have hf : LinearMap.ker f ≠ ⊥ := by
    intro h
    have h1 := LinearMap.finrank_le_finrank_of_injective (LinearMap.ker_eq_bot.1 h)
    have h2 : Module.finrank ℝ (LinearMap.range N.mulVecLin) ≤ k := hN
    simp only [Module.finrank_prod, Module.finrank_fintype_fun_eq_card,
      Fintype.card_fin] at h1
    omega
  obtain ⟨x, hx, hx0⟩ := (Submodule.ne_bot_iff _).1 hf
  have hfx : f x = 0 := LinearMap.mem_ker.1 hx
  refine ⟨x, hx0, congrArg (fun p => (p.2.1 : n → ℝ)) hfx, fun l hl => ?_, fun l hl => ?_⟩
  · have hl' : (j : ℕ) < l := hl
    have hl2 := l.2
    have h : (U *ᵥ x) (g ⟨l - (j + 1), by omega⟩) = 0 :=
      congrFun (congrArg Prod.fst hfx) ⟨l - (j + 1), by omega⟩
    have e : g ⟨l - (j + 1), by omega⟩ = l :=
      Fin.ext (show (j : ℕ) + 1 + (l - (j + 1)) = l by omega)
    rwa [e] at h
  · exact congrFun (congrArg (fun p => p.2.2) hfx) ⟨l, hl⟩

/-- Each eigenvalue of the error: if `M` and `M - N` are real symmetric and `N` has rank at most
`k`, then, in decreasing order, eigenvalue `i` of `M - N` is at least eigenvalue `j` of `M`
whenever `i + k ≤ j`. -/
theorem error_eigenvalue_bound {M N : Matrix n n ℝ} {k : ℕ} (hM : M.IsHermitian)
    (hR : (M - N).IsHermitian) (hN : N.rank ≤ k) (i j : Fin (Fintype.card n))
    (hij : (i : ℕ) + k ≤ j) : hM.eigenvalues₀ j ≤ hR.eigenvalues₀ i := by
  obtain ⟨U, -, hU, hMU⟩ := exists_sorted_modes hM
  obtain ⟨V, -, hV, hRV⟩ := exists_sorted_modes hR
  obtain ⟨x, hx0, hNx, hUx, hVx⟩ := exists_trial_vector hN U V i j hij
  have norm_modes : ∀ W : Matrix (Fin (Fintype.card n)) n ℝ, Wᵀ * W = 1 →
      x ⬝ᵥ x = ∑ l, (W *ᵥ x) l ^ 2 := fun W hW => by
    simpa [hW] using quadratic_form_modes W (fun _ => 1) x
  have hpos : 0 < x ⬝ᵥ x := by
    refine lt_of_le_of_ne ?_ fun h => hx0 (dotProduct_self_eq_zero.1 h.symm)
    rw [norm_modes U hU]
    exact Finset.sum_nonneg fun l _ => sq_nonneg _
  -- the form of `M` is bounded below on its leading modes
  have low : hM.eigenvalues₀ j * (x ⬝ᵥ x) ≤ x ⬝ᵥ M *ᵥ x := by
    refine le_of_le_of_eq ?_ ((congrArg (fun A => x ⬝ᵥ A *ᵥ x) hMU).trans
      (quadratic_form_modes U _ x)).symm
    rw [norm_modes U hU, Finset.mul_sum]
    refine Finset.sum_le_sum fun l _ => ?_
    rcases le_or_gt l j with h | h
    · exact mul_le_mul_of_nonneg_right (hM.eigenvalues₀_antitone h) (sq_nonneg _)
    · simp [hUx l h]
  -- the form of the error is bounded above on its trailing modes
  have high : x ⬝ᵥ (M - N) *ᵥ x ≤ hR.eigenvalues₀ i * (x ⬝ᵥ x) := by
    refine le_of_eq_of_le ((congrArg (fun A => x ⬝ᵥ A *ᵥ x) hRV).trans
      (quadratic_form_modes V _ x)) ?_
    rw [norm_modes V hV, Finset.mul_sum]
    refine Finset.sum_le_sum fun l _ => ?_
    rcases le_or_gt i l with h | h
    · exact mul_le_mul_of_nonneg_right (hR.eigenvalues₀_antitone h) (sq_nonneg _)
    · simp [hVx l h]
  rw [Matrix.sub_mulVec, hNx, sub_zero] at high
  exact le_of_mul_le_mul_right (low.trans high) hpos

/-- Trace of the error: if `M` is real symmetric, `N` has rank at most `k` and `M - N` is positive
semidefinite, then the trace of `M - N` is at least the sum of all eigenvalues of `M` except the `k`
largest. -/
theorem trace_error_bound {M N : Matrix n n ℝ} {k : ℕ} (hM : M.IsHermitian)
    (hR : (M - N).PosSemidef) (hN : N.rank ≤ k) :
    ∑ i ∈ Finset.univ.filter (fun i : Fin (Fintype.card n) => k ≤ (i : ℕ)),
      hM.eigenvalues₀ i ≤ (M - N).trace := by
  obtain ⟨e, he⟩ := exists_sorting hR.isHermitian
  have htr : (M - N).trace = ∑ i, hR.isHermitian.eigenvalues₀ i := by
    rw [hR.isHermitian.trace_eq_sum_eigenvalues, ← Equiv.sum_comp e]
    exact Finset.sum_congr rfl fun l _ => he l
  let s : Fin (Fintype.card n) → Fin (Fintype.card n) :=
    fun i => ⟨i - k, by have := i.2; omega⟩
  rw [htr]
  -- compare eigenvalue `i` of `M` with eigenvalue `i - k` of the error
  calc ∑ i ∈ Finset.univ.filter (fun i : Fin (Fintype.card n) => k ≤ (i : ℕ)),
          hM.eigenvalues₀ i
      ≤ ∑ i ∈ Finset.univ.filter (fun i : Fin (Fintype.card n) => k ≤ (i : ℕ)),
          hR.isHermitian.eigenvalues₀ (s i) := by
        refine Finset.sum_le_sum fun i hi => ?_
        have hk : k ≤ (i : ℕ) := (Finset.mem_filter.1 hi).2
        exact error_eigenvalue_bound hM hR.isHermitian hN (s i) i
          (show (i : ℕ) - k + k ≤ i by omega)
    _ = ∑ i ∈ (Finset.univ.filter fun i : Fin (Fintype.card n) => k ≤ (i : ℕ)).image s,
          hR.isHermitian.eigenvalues₀ i := by
        refine (Finset.sum_image fun a ha b hb hab => ?_).symm
        have h1 : k ≤ (a : ℕ) := by simpa using ha
        have h2 : k ≤ (b : ℕ) := by simpa using hb
        have h3 : (a : ℕ) - k = b - k := congrArg Fin.val hab
        exact Fin.ext (by omega)
    _ ≤ ∑ i, hR.isHermitian.eigenvalues₀ i :=
        Finset.sum_le_sum_of_subset_of_nonneg (Finset.subset_univ _) fun i _ _ =>
          le_of_le_of_eq (hR.eigenvalues_nonneg (e i)) (he i)

/-- If `M` is real symmetric, `B` is a real matrix with `k` columns and `M - B Bᵀ` is positive
semidefinite, then the trace of `M - B Bᵀ` is at least the sum of all eigenvalues of `M` except the
`k` largest. -/
theorem cholesky_vectors_bound {M : Matrix n n ℝ} {k : ℕ} (hM : M.IsHermitian)
    (B : Matrix n (Fin k) ℝ) (hR : (M - B * Bᵀ).PosSemidef) :
    ∑ i ∈ Finset.univ.filter (fun i : Fin (Fintype.card n) => k ≤ (i : ℕ)),
      hM.eigenvalues₀ i ≤ (M - B * Bᵀ).trace :=
  trace_error_bound hM hR ((Matrix.rank_mul_le_left B Bᵀ).trans
    (by simpa using Matrix.rank_le_card_width B))

end LowRankFactorisationLimit
```

```lean
#print axioms LowRankFactorisationLimit.trace_error_bound
#print axioms LowRankFactorisationLimit.cholesky_vectors_bound
```

```
'LowRankFactorisationLimit.trace_error_bound' depends on axioms: [propext, Classical.choice, Quot.sound]
'LowRankFactorisationLimit.cholesky_vectors_bound' depends on axioms: [propext, Classical.choice, Quot.sound]
```

The first three lemmas supply the eigenvector expansions. `exists_sorting` matches Mathlib's eigenvalues labelled by orbital pairs with the sorted list. `exists_sorted_modes` stacks the eigenvectors as rows of a matrix `U`, shows that `U` is orthogonal, and collects the eigenvalue equations into $M = U^T \operatorname{diag}(\lambda)\, U$. `quadratic_form_modes` turns the quadratic form of such a product into the weighted sum of squares; with all weights equal to 1 it also gives the expansion of $x^T x$.

`exists_trial_vector` is the count of conditions. It bundles the three sets into one linear map `f`, in which $N$ maps into its own range, a space of dimension at most $k$. If the kernel of `f` were trivial, `f` would be injective and $d$ could not exceed the dimension of the target; `omega` refutes this from $i + k \le j$. Any nonzero kernel vector is then the required $x$.

In `error_eigenvalue_bound`, the steps `low` and `high` are the two outer inequalities of the chain. Each compares the sums term by term and splits on the position of `l`: on one side the ordering of the eigenvalues gives the estimate, on the other the amplitude vanishes. Rewriting with `hNx` identifies the two quadratic forms, and the positive factor $x^T x$ is cancelled.

`trace_error_bound` writes the trace as the sum of the $\rho_i$ and uses the shift `s`, which sends $i$ to $i - k$. The `calc` block applies the eigenvalue bound to each term, notes that `s` is injective on the indices $i \ge k$, and adds the remaining eigenvalues of the residual, which are nonnegative. `cholesky_vectors_bound` only has to supply the rank estimate for $BB^T$.

Unconstrained density fitting in the Coulomb metric meets the condition on the residual whatever the fitting basis, as long as all orbital pairs share it. Without that condition the trace bound can fail, even for positive semidefinite $M$ and $N$. A bare matrix example, not the integrals of a molecule, shows this: for $M = \operatorname{diag}(1,1)$ and $N = \operatorname{diag}(2,0)$, with $k = 1$, the trace error is 0, while the discarded eigenvalue is 1. A fit whose residual has negative eigenvalues can therefore show a small trace through cancellation.

The same argument also limits the squared error. If $M$ is positive semidefinite and $N$ is symmetric of rank at most $k$, then $\rho_i \ge \lambda_{i+k} \ge 0$ for every $i < d-k$. Squaring and summing gives

$$\sum_{a,b} (M-N)_{ab}^2 = \sum_i \rho_i^2 \ge \sum_{j\ge k} \lambda_j^2 ,$$

with no sign condition on the residual. This last bound is an argument in prose and has no theorem in the Lean code.
